# A unitary junction with n forward and m backward channels perfectly transmits at least n − m independent forward states

## Can disorder spread the loss over every incoming state?

A stretch of edge carries three channels to the right and one to the left, and impurities along it mix all four. With one channel each way, current conservation allows everything to be reflected. Here, it tells me that the total transmission to the right is at least 2. But that is only a sum. Couldn't strong disorder spread the loss, so that every incoming state gets through with probability 2/3 and none gets through completely?

## No: one backward channel leaves at least two independent states fully transmitted

As long as scattering is unitary, at least two independent combinations of your three incoming channels are transmitted with probability 1. Which combinations these are depends on the disorder, and they may leave in a different mixture of channels.

Let n be the number of forward channels and m the number of backward ones, the same on both sides of the junction. The scattering matrix takes incoming to outgoing amplitudes, normalised so that squared moduli are currents:

S = [[t, r′], [r, t′]]

Here t (n by n) transmits forward states and r (m by n) reflects them; t′ (m by m) and r′ (n by m) do the same for backward states. The diagonal blocks of S†S = 1 and SS† = 1 are

t†t + r†r = 1,  t′†t′ + r′†r′ = 1
tt† + r′r′† = 1,  t′t′† + rr† = 1

**Total transmission.** The traces of the first and last relations give

tr(t†t) + tr(r†r) = n
tr(t′t′†) + tr(rr†) = m

By cyclicity tr(r†r) = tr(rr†) and tr(t′t′†) = tr(t′†t′), so subtraction leaves

tr(t†t) − tr(t′†t′) = n − m

**Individual states.** Sandwiching the first relation between x† and x gives

‖tx‖² + ‖rx‖² = ‖x‖²

So t preserves the norm of x exactly when rx = 0. Let P(t) be the space of x with t†tx = x. Since 1 − t†t = r†r, and r†rx = 0 implies ‖rx‖² = 0, P(t) is the kernel of r. Hence

dim P(t) + rank r = n

As r has only m rows, its rank is at most m, and dim P(t) ≥ n − m. This rules out your uniform 2/3.

The exact difference takes one more comparison. If t†tx = x, then tt†(tx) = tx, so t maps P(t) into P(t†), and t† undoes the map. The same holds in reverse, so the two dimensions agree. The relation for tt† gives dim P(t†) + rank r′ = n, because r′ and r′† have equal rank. Therefore rank r = rank r′. With dim P(t′) + rank r′ = m this yields

dim P(t) − dim P(t′) = n − m

For phase-coherent, non-interacting electrons at one energy, tr(t†t) is the forward transmission in the Landauer conductance, and the trace identity can be checked on a computed S for each disorder realisation. A ribbon computed with both of its edges has as many forward as backward channels, so n ≠ m arises there only for a subset of the channels, such as those of one edge. A subset has a unitary S of its own only if scattering into the remaining channels is negligible.

## A junction with two channels forward and one back

Number the forward channels 0 and 1, and take

t = [[1, 0], [0, 3/5]],  r = [0, 4/5],  r′ = [0, 4/5]ᵀ,  t′ = −3/5

The rows of S are (1, 0, 0), (0, 3/5, 4/5) and (0, 4/5, −3/5), which are orthonormal. The transmissions are 1 + 9/25 = 34/25 forward and 9/25 backward, and they differ by 1. Since rx = (4/5)x₁, the perfectly transmitted states are those with x₁ = 0: one dimension, exactly n − m.

Unitarity cannot be weakened to the absence of gain, S†S ≤ 1. Take n = 1, m = 0 and t = 1/2, a single channel with absorption. The transmission is 1/4 instead of 1, and no nonzero state keeps its norm.

## What the theorems say about S

The finite types `ι` and `κ` label forward and backward channels, so `Fintype.card ι` is n and `Fintype.card κ` is m. The matrix `fromBlocks t r' r t'` is S, and `ᴴ` is the dagger. The only physical hypothesis of the main theorems is that S lies in `Matrix.unitaryGroup`.

`perfectSpace t` is P(t), in textbook terms the eigenspace of t†t with transmission eigenvalue 1. The squared norm is written `star x ⬝ᵥ x`, and x need not be normalised; for nonzero x in P(t) the transmission probability ‖tx‖²/‖x‖² is 1.

`chiral_imbalance` states the trace identity, as an equation in ℂ, and the difference of dimensions. `exists_norm_preserving_subspace` supplies a subspace `W` on which t preserves the norm, with n ≤ dim W + m. Dimensions are added rather than subtracted because they are natural numbers, and n ≥ m is not required. If n < m, the bound for t is empty and the difference of dimensions guarantees at least m − n independent, perfectly transmitted states for t′.

The step from a band Hamiltonian to a finite unitary S with these channel numbers is left to the physics. Inelastic scattering and leakage out of the listed channels break the hypothesis.

In Lean 4 with Mathlib:

```lean
import Mathlib

open Matrix
open scoped ComplexOrder

namespace UnbalancedChiralEdge

variable {ι κ : Type*} [Fintype ι] [Fintype κ] [DecidableEq ι]

/-- The space of incoming amplitudes `x` with `t†t x = x`, for a transmission block `t`. -/
def perfectSpace (t : Matrix ι ι ℂ) : Submodule ℂ (ι → ℂ) :=
  LinearMap.ker (Matrix.mulVecLin (1 - tᴴ * t))

/-- Unitarity of the scattering matrix `[[t, r'], [r, t']]`, read off in its diagonal blocks:
two relations for incoming and two for outgoing channels. -/
theorem unitarity_blocks [DecidableEq κ] {t : Matrix ι ι ℂ} {r : Matrix κ ι ℂ} {r' : Matrix ι κ ℂ}
    {t' : Matrix κ κ ℂ} (hS : fromBlocks t r' r t' ∈ Matrix.unitaryGroup (ι ⊕ κ) ℂ) :
    tᴴ * t + rᴴ * r = 1 ∧ t * tᴴ + r' * r'ᴴ = 1 ∧
      t'ᴴ * t' + r'ᴴ * r' = 1 ∧ t' * t'ᴴ + r * rᴴ = 1 := by
  have h1 := Matrix.mem_unitaryGroup_iff'.mp hS
  have h2 := Matrix.mem_unitaryGroup_iff.mp hS
  rw [star_eq_conjTranspose, fromBlocks_conjTranspose, fromBlocks_multiply,
    ← fromBlocks_one, fromBlocks_inj] at h1 h2
  obtain ⟨a, -, -, b⟩ := h1
  obtain ⟨c, -, -, d⟩ := h2
  exact ⟨a, c, by rw [add_comm]; exact b, by rw [add_comm]; exact d⟩

/-- Current conservation: if `t†t + r†r = 1`, the transmitted and reflected intensities
add up to the incoming intensity. -/
theorem current_conservation {t : Matrix ι ι ℂ} {r : Matrix κ ι ℂ}
    (h : tᴴ * t + rᴴ * r = 1) (x : ι → ℂ) :
    star (t *ᵥ x) ⬝ᵥ (t *ᵥ x) + star (r *ᵥ x) ⬝ᵥ (r *ᵥ x) = star x ⬝ᵥ x := by
  rw [Matrix.star_mulVec, Matrix.star_mulVec, ← Matrix.dotProduct_mulVec,
    ← Matrix.dotProduct_mulVec, Matrix.mulVec_mulVec, Matrix.mulVec_mulVec,
    ← dotProduct_add, ← Matrix.add_mulVec, h, Matrix.one_mulVec]

/-- If `t†t + r†r = 1`, a state lies in the perfectly transmitted space exactly when
its reflected amplitude vanishes. -/
theorem mem_perfectSpace_iff_reflection {t : Matrix ι ι ℂ} {r : Matrix κ ι ℂ}
    (h : tᴴ * t + rᴴ * r = 1) (x : ι → ℂ) :
    x ∈ perfectSpace t ↔ r *ᵥ x = 0 := by
  have e : 1 - tᴴ * t = rᴴ * r := by rw [← h, add_sub_cancel_left]
  rw [perfectSpace, LinearMap.mem_ker, Matrix.mulVecLin_apply, e,
    Matrix.conjTranspose_mul_self_mulVec_eq_zero]

/-- If `t†t + r†r = 1`, a state lies in the perfectly transmitted space exactly when
`t` preserves its norm. -/
theorem mem_perfectSpace_iff_norm {t : Matrix ι ι ℂ} {r : Matrix κ ι ℂ}
    (h : tᴴ * t + rᴴ * r = 1) (x : ι → ℂ) :
    x ∈ perfectSpace t ↔ star (t *ᵥ x) ⬝ᵥ (t *ᵥ x) = star x ⬝ᵥ x := by
  rw [mem_perfectSpace_iff_reflection h, ← dotProduct_star_self_eq_zero,
    ← current_conservation h x]
  constructor
  · intro h0
    rw [h0, add_zero]
  · intro h0
    linear_combination -h0

/-- If `t†t + r†r = 1`, the dimension of the perfectly transmitted space and the rank of the
reflection block add up to the number of incoming channels. -/
theorem finrank_perfectSpace_add_rank {t : Matrix ι ι ℂ} {r : Matrix κ ι ℂ}
    (h : tᴴ * t + rᴴ * r = 1) :
    Module.finrank ℂ (perfectSpace t) + r.rank = Fintype.card ι := by
  have e : perfectSpace t = LinearMap.ker r.mulVecLin := by
    ext x
    rw [mem_perfectSpace_iff_reflection h, LinearMap.mem_ker, Matrix.mulVecLin_apply]
  have k := LinearMap.finrank_range_add_finrank_ker r.mulVecLin
  rw [Module.finrank_fintype_fun_eq_card] at k
  rw [e, Matrix.rank, add_comm]
  exact k

/-- The perfectly transmitted space of `t` is no larger than that of `t†`. -/
theorem finrank_perfectSpace_le (t : Matrix ι ι ℂ) :
    Module.finrank ℂ (perfectSpace t) ≤ Module.finrank ℂ (perfectSpace tᴴ) := by
  have mem : ∀ (s : Matrix ι ι ℂ) (x : ι → ℂ),
      x ∈ perfectSpace s ↔ sᴴ *ᵥ (s *ᵥ x) = x := by
    intro s x
    rw [perfectSpace, LinearMap.mem_ker, Matrix.mulVecLin_apply, Matrix.sub_mulVec,
      Matrix.one_mulVec, sub_eq_zero, Matrix.mulVec_mulVec]
    exact eq_comm
  -- `t` carries one space into the other, and `t†` undoes it
  have maps : ∀ x ∈ perfectSpace t, t.mulVecLin x ∈ perfectSpace tᴴ := by
    intro x hx
    rw [mem, Matrix.conjTranspose_conjTranspose, Matrix.mulVecLin_apply, (mem t x).mp hx]
  apply LinearMap.finrank_le_finrank_of_injective (f := t.mulVecLin.restrict maps)
  intro x y hxy
  have h0 : t *ᵥ (x : ι → ℂ) = t *ᵥ (y : ι → ℂ) := congrArg Subtype.val hxy
  apply Subtype.ext
  rw [← (mem t x).mp x.2, ← (mem t y).mp y.2, h0]

/-- For a unitary scattering matrix with `n` forward and `m` backward channels, the total
transmissions differ by `n - m`, and so do the dimensions of the two perfectly transmitted
spaces. -/
theorem chiral_imbalance [DecidableEq κ] {t : Matrix ι ι ℂ} {r : Matrix κ ι ℂ} {r' : Matrix ι κ ℂ}
    {t' : Matrix κ κ ℂ} (hS : fromBlocks t r' r t' ∈ Matrix.unitaryGroup (ι ⊕ κ) ℂ) :
    (tᴴ * t).trace - (t'ᴴ * t').trace = (Fintype.card ι : ℂ) - Fintype.card κ ∧
    Module.finrank ℂ (perfectSpace t) + Fintype.card κ =
      Module.finrank ℂ (perfectSpace t') + Fintype.card ι := by
  obtain ⟨h1, h2, h3, h4⟩ := unitarity_blocks hS
  constructor
  · -- the reflected traces cancel by cyclicity
    have a := congrArg Matrix.trace h1
    have b := congrArg Matrix.trace h4
    rw [Matrix.trace_add, Matrix.trace_one] at a b
    rw [Matrix.trace_mul_comm t' t'ᴴ, Matrix.trace_mul_comm r rᴴ] at b
    linear_combination a - b
  · -- the two reflection blocks have equal rank
    have a := finrank_perfectSpace_add_rank h1
    have b := finrank_perfectSpace_add_rank (t := tᴴ) (r := r'ᴴ)
      (by rw [Matrix.conjTranspose_conjTranspose, Matrix.conjTranspose_conjTranspose]; exact h2)
    have c := finrank_perfectSpace_add_rank h3
    have d := finrank_perfectSpace_le t
    have e := finrank_perfectSpace_le tᴴ
    rw [Matrix.conjTranspose_conjTranspose] at e
    rw [Matrix.rank_conjTranspose] at b
    omega

/-- For a unitary scattering matrix with `n` forward and `m` backward channels, `t` preserves
the norm on a subspace whose dimension is at least `n - m`. -/
theorem exists_norm_preserving_subspace [DecidableEq κ] {t : Matrix ι ι ℂ} {r : Matrix κ ι ℂ}
    {r' : Matrix ι κ ℂ} {t' : Matrix κ κ ℂ}
    (hS : fromBlocks t r' r t' ∈ Matrix.unitaryGroup (ι ⊕ κ) ℂ) :
    ∃ W : Submodule ℂ (ι → ℂ), Fintype.card ι ≤ Module.finrank ℂ W + Fintype.card κ ∧
      ∀ x ∈ W, star (t *ᵥ x) ⬝ᵥ (t *ᵥ x) = star x ⬝ᵥ x := by
  refine ⟨perfectSpace t, ?_, fun x hx =>
    (mem_perfectSpace_iff_norm (unitarity_blocks hS).1 x).mp hx⟩
  have h := (chiral_imbalance hS).2
  omega

/-- A partly reflecting junction with two forward channels and one backward channel: its
scattering matrix is unitary, and its perfectly transmitted states are exactly those with no
amplitude in the second forward channel. -/
theorem chiral_imbalance_witness :
    fromBlocks !![(1 : ℂ), 0; 0, 3 / 5] !![(0 : ℂ); 4 / 5] !![(0 : ℂ), 4 / 5]
      !![(-3 / 5 : ℂ)] ∈ Matrix.unitaryGroup (Fin 2 ⊕ Fin 1) ℂ ∧
    ∀ x : Fin 2 → ℂ, x ∈ perfectSpace !![(1 : ℂ), 0; 0, 3 / 5] ↔ x 1 = 0 := by
  have hS : fromBlocks !![(1 : ℂ), 0; 0, 3 / 5] !![(0 : ℂ); 4 / 5] !![(0 : ℂ), 4 / 5]
      !![(-3 / 5 : ℂ)] ∈ Matrix.unitaryGroup (Fin 2 ⊕ Fin 1) ℂ := by
    rw [Matrix.mem_unitaryGroup_iff, star_eq_conjTranspose, fromBlocks_conjTranspose,
      fromBlocks_multiply, ← fromBlocks_one, fromBlocks_inj]
    -- the real amplitudes are their own conjugates
    have c3 : (starRingEnd ℂ) 3 = 3 := map_ofNat (starRingEnd ℂ) 3
    have c4 : (starRingEnd ℂ) 4 = 4 := map_ofNat (starRingEnd ℂ) 4
    have c5 : (starRingEnd ℂ) 5 = 5 := map_ofNat (starRingEnd ℂ) 5
    refine ⟨?_, ?_, ?_, ?_⟩ <;> ext i j <;>
      simp only [Matrix.add_apply, Matrix.mul_apply, Matrix.conjTranspose_apply] <;>
      fin_cases i <;> fin_cases j <;> simp [Fin.sum_univ_succ] <;> norm_num [c3, c4, c5]
  refine ⟨hS, fun x => ?_⟩
  rw [mem_perfectSpace_iff_reflection (unitarity_blocks hS).1]
  simp [funext_iff, dotProduct, Fin.sum_univ_succ]

end UnbalancedChiralEdge
```

```lean
#print axioms UnbalancedChiralEdge.chiral_imbalance
#print axioms UnbalancedChiralEdge.exists_norm_preserving_subspace
```

```
'UnbalancedChiralEdge.chiral_imbalance' depends on axioms: [propext, Classical.choice, Quot.sound]
'UnbalancedChiralEdge.exists_norm_preserving_subspace' depends on axioms: [propext, Classical.choice, Quot.sound]
```

## From the block relations to the count of states

`unitarity_blocks` multiplies out both unitarity equations and keeps the diagonal blocks. `current_conservation` moves the daggers across the scalar product to obtain the norm balance. The two `mem_perfectSpace_iff` lemmas then identify P(t) first with the states that r annihilates, and next with those whose norm t preserves.

`finrank_perfectSpace_add_rank` is rank–nullity for r. `finrank_perfectSpace_le` restricts t to a map from P(t) to P(t†) and shows it injective by applying t†.

In `chiral_imbalance`, `linear_combination` subtracts the two traces after cyclicity has matched their terms. For the dimensions, `finrank_perfectSpace_add_rank` is applied to t, t† and t′ (with reflection blocks r, r′† and r′), the inequality is used in both directions, and `omega` solves the resulting integer relations. The subspace theorem takes `W` to be P(t) and reads the bound off that result.

`chiral_imbalance_witness` checks the junction above entry by entry, then reduces perfect transmission to rx = 0, which is `x 1 = 0`.
